# Hartree stationarity and the trace-log series for a static auxiliary-field action

The action studied here describes finitely many fermion levels without hopping, whose energies are shifted linearly, with real coefficients, by a static real auxiliary field $x$ with finitely many components. Its derivatives are taken along straight lines $x+tv$, so a stationary point is one where the slope at $t=0$ vanishes for every direction $v$. The stationary points are the solutions of a Hartree equation. The logarithm of the Hessian determinant has a convergent trace expansion when the eigenvalues of the response matrix $M$, defined below and never negative, are all less than one.

In Lean 4 with Mathlib:

```lean
import Mathlib

open Matrix

namespace StaticAuxiliaryField

noncomputable section

variable {m n : Type*} [Fintype m] [Fintype n]

/-- Fermi factor of each level, its energy `e i` being shifted by the auxiliary field to `e i - (Lᵀ
x) i` (in units of temperature). -/
def occupation (L : Matrix m n ℝ) (e : n → ℝ) (x : m → ℝ) : n → ℝ :=
  fun i => 1 / (1 + Real.exp (e i - (Lᵀ *ᵥ x) i))

/-- Static action: the quadratic term `x · x / 2` of the auxiliary field minus the logarithm of the
partition function of independent fermions in that field. -/
def action (L : Matrix m n ℝ) (e : n → ℝ) (x : m → ℝ) : ℝ :=
  x ⬝ᵥ x / 2 - ∑ i, Real.log (1 + Real.exp (-e i + (Lᵀ *ᵥ x) i))

/-- The matrix `M = L diag(f (1 - f)) Lᵀ` built from the Fermi factors `f` at the field `x`. -/
def response [DecidableEq n] (L : Matrix m n ℝ) (e : n → ℝ) (x : m → ℝ) : Matrix m m ℝ :=
  L * diagonal (fun i => occupation L e x i * (1 - occupation L e x i)) * Lᵀ

/-- `μ` is an eigenvalue of the response matrix at the field `x`. -/
def IsResponseEigenvalue [DecidableEq n] (L : Matrix m n ℝ) (e : n → ℝ) (x : m → ℝ)
    (μ : ℝ) : Prop :=
  ∃ v : m → ℝ, v ≠ 0 ∧ response L e x *ᵥ v = μ • v

omit [Fintype n] in
/-- Along the line `x + t v` in field space the shift of level `i` has derivative `(Lᵀ v) i` at `t =
0`. -/
theorem shift_hasDerivAt (L : Matrix m n ℝ) (x v : m → ℝ) (i : n) :
    HasDerivAt (fun t : ℝ => (Lᵀ *ᵥ (x + t • v)) i) ((Lᵀ *ᵥ v) i) 0 := by
  simp only [Matrix.mulVec_add, Matrix.mulVec_smul, Pi.add_apply, Pi.smul_apply, smul_eq_mul]
  have h := ((hasDerivAt_id' (0 : ℝ)).mul_const ((Lᵀ *ᵥ v) i)).const_add ((Lᵀ *ᵥ x) i)
  rw [one_mul] at h
  exact h

/-- The gradient of the static action is `x - L f`. -/
theorem action_hasDerivAt (L : Matrix m n ℝ) (e : n → ℝ) (x v : m → ℝ) :
    HasDerivAt (fun t : ℝ => action L e (x + t • v))
      (v ⬝ᵥ (x - L *ᵥ occupation L e x)) 0 := by
  -- the Gaussian part is a quadratic polynomial in t
  have hq : HasDerivAt (fun t : ℝ => (x + t • v) ⬝ᵥ (x + t • v) / 2) (v ⬝ᵥ x) 0 := by
    have hp : (fun t : ℝ => (x + t • v) ⬝ᵥ (x + t • v) / 2) =
        fun t : ℝ => x ⬝ᵥ x / 2 + t * (v ⬝ᵥ x) + t * t * (v ⬝ᵥ v / 2) := by
      funext t
      simp only [add_dotProduct, dotProduct_add, smul_dotProduct, dotProduct_smul, smul_eq_mul]
      rw [dotProduct_comm x v]
      ring
    rw [hp]
    have hid := hasDerivAt_id' (0 : ℝ)
    exact (((hid.mul_const (v ⬝ᵥ x)).const_add (x ⬝ᵥ x / 2)).fun_add
      ((hid.fun_mul hid).mul_const (v ⬝ᵥ v / 2))).congr_deriv (by ring)
  -- each logarithm contributes a Fermi factor
  have hl : ∀ i, HasDerivAt
      (fun t : ℝ => Real.log (1 + Real.exp (-e i + (Lᵀ *ᵥ (x + t • v)) i)))
      (occupation L e x i * (Lᵀ *ᵥ v) i) 0 := by
    intro i
    have h := ((((shift_hasDerivAt L x v i).const_add (-e i)).exp).const_add 1).log
      (by positivity)
    refine h.congr_deriv ?_
    simp only [zero_smul, add_zero, occupation]
    have hE : Real.exp (-e i + (Lᵀ *ᵥ x) i) * Real.exp (e i - (Lᵀ *ᵥ x) i) = 1 := by
      rw [← Real.exp_add, show -e i + (Lᵀ *ᵥ x) i + (e i - (Lᵀ *ᵥ x) i) = 0 by ring,
        Real.exp_zero]
    rw [div_mul_eq_mul_div, div_eq_div_iff (by positivity) (by positivity)]
    linear_combination (Lᵀ *ᵥ v) i * hE
  refine (hq.fun_sub (HasDerivAt.fun_sum fun i _ => hl i)).congr_deriv ?_
  rw [dotProduct_sub, Matrix.dotProduct_mulVec, ← Matrix.mulVec_transpose,
    dotProduct_comm (Lᵀ *ᵥ v)]
  rfl

/-- The static action is stationary in every direction exactly when the field solves the
Hartree equation `x = L f`. -/
theorem stationary_iff_hartree (L : Matrix m n ℝ) (e : n → ℝ) (x : m → ℝ) :
    (∀ v : m → ℝ, HasDerivAt (fun t : ℝ => action L e (x + t • v)) 0 0) ↔
      x = L *ᵥ occupation L e x := by
  constructor
  · intro h
    -- test along the gradient itself
    have h0 := (action_hasDerivAt L e x (x - L *ᵥ occupation L e x)).unique (h _)
    exact sub_eq_zero.mp (dotProduct_self_eq_zero.mp h0)
  · intro h v
    exact (action_hasDerivAt L e x v).congr_deriv (by rw [sub_eq_zero.mpr h, dotProduct_zero])

variable [DecidableEq n]

/-- The response matrix acts by shifting the levels, weighting each shift by `f (1 - f)`, and
coupling back to the field. -/
theorem response_mulVec (L : Matrix m n ℝ) (e : n → ℝ) (x v : m → ℝ) :
    response L e x *ᵥ v =
      L *ᵥ fun i => occupation L e x i * (1 - occupation L e x i) * (Lᵀ *ᵥ v) i := by
  rw [response, ← Matrix.mulVec_mulVec, ← Matrix.mulVec_mulVec]
  congr 1
  ext i
  exact Matrix.mulVec_diagonal _ _ i

/-- The Hessian of the static action, the derivative of its gradient `x - L f`, is `1 - M`. -/
theorem hessian_hasDerivAt [DecidableEq m] (L : Matrix m n ℝ) (e : n → ℝ) (x v : m → ℝ) :
    HasDerivAt (fun t : ℝ => (x + t • v) - L *ᵥ occupation L e (x + t • v))
      ((1 - response L e x) *ᵥ v) 0 := by
  -- a Fermi factor responds to a level shift with slope f (1 - f)
  have hf : ∀ i, HasDerivAt (fun t : ℝ => occupation L e (x + t • v) i)
      (occupation L e x i * (1 - occupation L e x i) * (Lᵀ *ᵥ v) i) 0 := by
    intro i
    have hs : ∀ E a : ℝ, 1 + E ≠ 0 → (0 * (1 + E) - 1 * (E * -a)) / (1 + E) ^ 2 =
        1 / (1 + E) * (1 - 1 / (1 + E)) * a := by
      intro E a hE
      field_simp
      ring
    have h := (hasDerivAt_const (0 : ℝ) (1 : ℝ)).fun_div
      ((((shift_hasDerivAt L x v i).const_sub (e i)).exp).const_add 1) (by positivity)
    refine h.congr_deriv ?_
    simp only [zero_smul, add_zero, occupation]
    exact hs _ _ (by positivity)
  rw [hasDerivAt_pi]
  intro j
  have h1 : HasDerivAt (fun t : ℝ => x j + t * v j) (v j) 0 :=
    (((hasDerivAt_id' (0 : ℝ)).mul_const (v j)).const_add (x j)).congr_deriv (one_mul _)
  have h2 := HasDerivAt.fun_sum (u := Finset.univ) fun i _ => (hf i).const_mul (L j i)
  refine (h1.fun_sub h2).congr_deriv ?_
  rw [Matrix.sub_mulVec, Matrix.one_mulVec, response_mulVec]
  rfl

/-- The quadratic form of the response matrix lies between zero and a quarter of the squared
length of the level shifts. -/
theorem response_form_bounds (L : Matrix m n ℝ) (e : n → ℝ) (x v : m → ℝ) :
    0 ≤ v ⬝ᵥ (response L e x *ᵥ v) ∧
      v ⬝ᵥ (response L e x *ᵥ v) ≤ (Lᵀ *ᵥ v) ⬝ᵥ (Lᵀ *ᵥ v) / 4 := by
  have hq : v ⬝ᵥ (response L e x *ᵥ v) =
      ∑ i, occupation L e x i * (1 - occupation L e x i) * (Lᵀ *ᵥ v) i ^ 2 := by
    rw [response_mulVec, Matrix.dotProduct_mulVec, ← Matrix.mulVec_transpose]
    exact Finset.sum_congr rfl fun i _ => by ring
  rw [hq]
  constructor
  · refine Finset.sum_nonneg fun i _ => ?_
    have h0 : 0 ≤ occupation L e x i := by unfold occupation; positivity
    have h1 : occupation L e x i ≤ 1 := by
      unfold occupation
      rw [div_le_one (by positivity)]
      linarith [Real.exp_pos (e i - (Lᵀ *ᵥ x) i)]
    exact mul_nonneg (mul_nonneg h0 (sub_nonneg.2 h1)) (sq_nonneg _)
  · rw [dotProduct, Finset.sum_div]
    refine Finset.sum_le_sum fun i _ => ?_
    nlinarith [mul_nonneg (sq_nonneg (occupation L e x i - 1 / 2)) (sq_nonneg ((Lᵀ *ᵥ v) i))]

/-- The response matrix has a complete list of nonnegative eigenvalues, which gives the traces
of its powers and the determinant of the Hessian. -/
theorem response_spectrum [DecidableEq m] (L : Matrix m n ℝ) (e : n → ℝ) (x : m → ℝ) :
    ∃ d : m → ℝ, (∀ j, 0 ≤ d j) ∧ (∀ μ, IsResponseEigenvalue L e x μ ↔ ∃ j, d j = μ) ∧
      (∀ k : ℕ, Matrix.trace (response L e x ^ k) = ∑ j, d j ^ k) ∧
      (1 - response L e x).det = ∏ j, (1 - d j) := by
  have hM : (response L e x).IsHermitian := by
    rw [Matrix.IsHermitian, Matrix.conjTranspose_eq_transpose_of_trivial, response]
    simp [Matrix.transpose_mul, Matrix.mul_assoc]
  obtain ⟨U, V, d, hVU, hA⟩ : ∃ U V : Matrix m m ℝ, ∃ d : m → ℝ,
      V * U = 1 ∧ response L e x = U * diagonal d * V := by
    refine ⟨hM.eigenvectorUnitary, star (hM.eigenvectorUnitary : Matrix m m ℝ),
      RCLike.ofReal ∘ hM.eigenvalues, ?_, ?_⟩
    · exact Matrix.mem_unitaryGroup_iff'.mp hM.eigenvectorUnitary.2
    · have h := hM.spectral_theorem
      rw [Unitary.conjStarAlgAut_apply] at h
      exact h
  have hUV : U * V = 1 := mul_eq_one_comm.mp hVU
  have heig : ∀ μ, IsResponseEigenvalue L e x μ ↔ ∃ j, d j = μ := by
    intro μ
    constructor
    · rintro ⟨v, hv, hMv⟩
      have hVA : V * response L e x = diagonal d * V := by
        rw [hA, ← mul_assoc, ← mul_assoc, hVU, one_mul]
      have hw : V *ᵥ v ≠ 0 := by
        intro h
        apply hv
        rw [← Matrix.one_mulVec v, ← hUV, ← Matrix.mulVec_mulVec, h, Matrix.mulVec_zero]
      have h : diagonal d *ᵥ (V *ᵥ v) = μ • (V *ᵥ v) := by
        rw [Matrix.mulVec_mulVec, ← hVA, ← Matrix.mulVec_mulVec, hMv, Matrix.mulVec_smul]
      obtain ⟨j, hj⟩ := Function.ne_iff.mp hw
      have hc := congrFun h j
      rw [Matrix.mulVec_diagonal, Pi.smul_apply, smul_eq_mul] at hc
      exact ⟨j, mul_right_cancel₀ hj hc⟩
    · rintro ⟨j, rfl⟩
      have hAU : response L e x * U = U * diagonal d := by
        rw [hA, mul_assoc, hVU, mul_one]
      refine ⟨U *ᵥ Pi.single j 1, ?_, ?_⟩
      · intro h
        have h1 := congrArg (fun w => V *ᵥ w) h
        simp only [Matrix.mulVec_mulVec, hVU, Matrix.one_mulVec, Matrix.mulVec_zero] at h1
        have h2 := congrFun h1 j
        simp at h2
      · rw [Matrix.mulVec_mulVec, hAU, ← Matrix.mulVec_mulVec, ← Matrix.mulVec_smul]
        congr 1
        ext i
        rw [Matrix.mulVec_diagonal]
        by_cases h : i = j
        · subst h
          simp
        · simp [h]
  refine ⟨d, ?_, heig, ?_, ?_⟩
  · intro j
    obtain ⟨v, hv, hMv⟩ := (heig (d j)).2 ⟨j, rfl⟩
    have hb := (response_form_bounds L e x v).1
    rw [hMv, dotProduct_smul, smul_eq_mul] at hb
    have hs : 0 ≤ v ⬝ᵥ v := Finset.sum_nonneg fun i _ => mul_self_nonneg (v i)
    have hp : 0 < v ⬝ᵥ v :=
      lt_of_le_of_ne hs fun h => hv (dotProduct_self_eq_zero.mp h.symm)
    exact nonneg_of_mul_nonneg_left hb hp
  · intro k
    have hpow : response L e x ^ k = U * diagonal d ^ k * V := by
      induction k with
      | zero => simp [hUV]
      | succ k ih =>
        rw [pow_succ, ih, hA, pow_succ]
        calc U * diagonal d ^ k * V * (U * diagonal d * V)
            = U * diagonal d ^ k * (V * U) * diagonal d * V := by simp only [mul_assoc]
          _ = U * (diagonal d ^ k * diagonal d) * V := by
            rw [hVU]
            simp only [mul_one, mul_assoc]
    rw [hpow, Matrix.trace_mul_comm, ← mul_assoc, hVU, one_mul]
    simp [Matrix.diagonal_pow, Matrix.trace_diagonal]
  · have h1 : 1 - response L e x = U * (1 - diagonal d) * V := by
      rw [hA, mul_sub, sub_mul, mul_one, hUV]
    have h2 : (1 : Matrix m m ℝ) - diagonal d = diagonal fun j => 1 - d j := by
      ext i j
      by_cases h : i = j <;> simp [h]
    have h3 : V.det * U.det = 1 := by rw [← Matrix.det_mul, hVU, Matrix.det_one]
    rw [h1, h2, Matrix.det_mul, Matrix.det_mul, Matrix.det_diagonal]
    linear_combination (∏ j, (1 - d j)) * h3

/-- If all eigenvalues of `M` are below one, the Hessian determinant is positive and
`-log det (1 - M)` is the convergent sum of `tr (M ^ k) / k` over `k ≥ 1`. -/
theorem neg_log_det_hasSum [DecidableEq m] (L : Matrix m n ℝ) (e : n → ℝ) (x : m → ℝ)
    (h : ∀ μ, IsResponseEigenvalue L e x μ → μ < 1) :
    0 < (1 - response L e x).det ∧
      HasSum (fun k : ℕ => Matrix.trace (response L e x ^ (k + 1)) / ((k : ℝ) + 1))
        (-Real.log (1 - response L e x).det) := by
  obtain ⟨d, h0, hd, htr, hdet⟩ := response_spectrum L e x
  have hlt : ∀ j, d j < 1 := fun j => h _ ((hd _).2 ⟨j, rfl⟩)
  rw [hdet]
  refine ⟨Finset.prod_pos fun j _ => sub_pos.2 (hlt j), ?_⟩
  have hlog : Real.log (∏ j, (1 - d j)) = ∑ j, Real.log (1 - d j) := by
    rw [Real.log_prod]
    intro j _
    exact (sub_pos.2 (hlt j)).ne'
  -- the scalar logarithm series, one eigenvalue at a time
  have hterm : ∀ j, HasSum (fun k : ℕ => d j ^ (k + 1) / ((k : ℝ) + 1))
      (-Real.log (1 - d j)) := fun j =>
    Real.hasSum_pow_div_log_of_abs_lt_one (abs_lt.2 ⟨by linarith [h0 j], hlt j⟩)
  have hs := hasSum_sum (s := Finset.univ) fun j _ => hterm j
  rw [hlog, ← Finset.sum_neg_distrib]
  simpa only [htr, Finset.sum_div] using hs

/-- The trace series converges exactly when all eigenvalues of `M` are below one. -/
theorem trace_series_summable_iff [DecidableEq m] (L : Matrix m n ℝ) (e : n → ℝ)
    (x : m → ℝ) :
    Summable (fun k : ℕ => Matrix.trace (response L e x ^ (k + 1)) / ((k : ℝ) + 1)) ↔
      ∀ μ, IsResponseEigenvalue L e x μ → μ < 1 := by
  refine ⟨fun hs μ hμ => ?_, fun h => (neg_log_det_hasSum L e x h).2.summable⟩
  by_contra hge
  obtain ⟨d, h0, hd, htr, -⟩ := response_spectrum L e x
  obtain ⟨j, rfl⟩ := (hd μ).1 hμ
  -- an eigenvalue of at least one makes the series dominate the harmonic series
  have hharm : Summable (fun k : ℕ => 1 / ((k : ℝ) + 1)) := by
    refine Summable.of_nonneg_of_le (fun k => by positivity) (fun k => ?_) hs
    have h1 : 1 ≤ Matrix.trace (response L e x ^ (k + 1)) := by
      rw [htr]
      exact (one_le_pow₀ (not_lt.mp hge)).trans
        (Finset.single_le_sum (f := fun i => d i ^ (k + 1))
          (fun i _ => pow_nonneg (h0 i) _) (Finset.mem_univ j))
    gcongr
  exact Real.not_summable_one_div_natCast
    ((summable_nat_add_iff (f := fun k : ℕ => 1 / (k : ℝ)) 1).mp (by simpa using hharm))

/-- If `|Lᵀ v|² < 4 |v|²` for every nonzero `v`, all eigenvalues of `M` are below one at every
field and for all level energies. -/
theorem eigenvalue_lt_one_of_weak_coupling (L : Matrix m n ℝ)
    (hL : ∀ v : m → ℝ, v ≠ 0 → (Lᵀ *ᵥ v) ⬝ᵥ (Lᵀ *ᵥ v) < 4 * (v ⬝ᵥ v))
    (e : n → ℝ) (x : m → ℝ) (μ : ℝ) (hμ : IsResponseEigenvalue L e x μ) : μ < 1 := by
  obtain ⟨v, hv, hMv⟩ := hμ
  have hb := (response_form_bounds L e x v).2
  rw [hMv, dotProduct_smul, smul_eq_mul] at hb
  have hs : 0 ≤ v ⬝ᵥ v := Finset.sum_nonneg fun i _ => mul_self_nonneg (v i)
  by_contra hge
  have h1 := mul_nonneg (sub_nonneg.2 (not_lt.mp hge)) hs
  linarith [hL v hv, sub_mul μ 1 (v ⬝ᵥ v)]

end

end StaticAuxiliaryField
```

```lean
#print axioms StaticAuxiliaryField.stationary_iff_hartree
-- 'StaticAuxiliaryField.stationary_iff_hartree' depends on axioms: [propext, Classical.choice, Quot.sound]
#print axioms StaticAuxiliaryField.hessian_hasDerivAt
-- 'StaticAuxiliaryField.hessian_hasDerivAt' depends on axioms: [propext, Classical.choice, Quot.sound]
#print axioms StaticAuxiliaryField.trace_series_summable_iff
-- 'StaticAuxiliaryField.trace_series_summable_iff' depends on axioms: [propext, Classical.choice, Quot.sound]
#print axioms StaticAuxiliaryField.eigenvalue_lt_one_of_weak_coupling
-- 'StaticAuxiliaryField.eigenvalue_lt_one_of_weak_coupling' depends on axioms: [propext, Classical.choice, Quot.sound]
```

## Fields, levels and the response matrix

The finite types `m` and `n` label field components and fermion levels. The real matrix `L` couples them, and `e i` is the energy of level $i$ relative to the chemical potential, in units of temperature. The field shifts this energy to $e_i-(L^Tx)_i$, so the Fermi factor `occupation` and the `action` are

$$f_i=\frac{1}{1+e^{\,e_i-(L^Tx)_i}},\qquad
S(x)=\frac{x\cdot x}{2}-\sum_i\log\!\left(1+e^{-e_i+(L^Tx)_i}\right).$$

The matrix `response` is $M=L\,\mathrm{diag}(f_i(1-f_i))\,L^T$, evaluated at $x$. `IsResponseEigenvalue` requires a nonzero real eigenvector, which suffices because $M$ is real and symmetric.

`stationary_iff_hartree` states that $S$ is stationary exactly when $x=Lf$. `hessian_hasDerivAt` states that the gradient $x-Lf$ changes along $v$ at the rate $(1-M)v$. The determinant results hold at any field, stationary or not. In them `HasSum` starts at $k=0$ with the term $\mathrm{tr}(M^{k+1})/(k+1)$, which is the usual series from $k=1$.

## A density-density interaction without hopping

Integrating $e^{-S}$ over $x$ gives, up to a constant, the partition function of levels with occupations $n_i\in\{0,1\}$ and energy $e\cdot n-|Ln|^2/2$. Each pair of distinct levels $i,j$ therefore contributes $-(L^TL)_{ij}n_in_j$, which is attractive when columns $i$ and $j$ of $L$ have a positive scalar product and repulsive when it is negative. The diagonal terms amount to shifts of the level energies in this partition function, because $n_i^2=n_i$. The Hartree equation $x=Lf$ instead keeps them as a self-interaction: the shifted energy of level $i$ is $e_i-(L^TLf)_i$, which includes the term $-(L^TL)_{ii}f_i$ from the level's own mean occupation. All occupations commute, so a static field is enough. Hopping between the levels and fields that depend on imaginary time are not covered, nor is the existence or uniqueness of a Hartree solution.

At a Hartree point where the eigenvalues of $M$ are below one, the Gaussian integral over fluctuations contributes $\det(1-M)^{-1/2}$. For this finite static model, the trace series expands the corresponding free-energy correction in powers of the response.

## From the action to its Hessian

Write $a=L^Tv$. The quadratic term has slope $v\cdot x$ at $t=0$, and each logarithm has slope

$$\frac{e^{-e_i+(L^Tx)_i}}{1+e^{-e_i+(L^Tx)_i}}\,a_i=f_i a_i .$$

Since $\sum_i f_i(L^Tv)_i=v\cdot Lf$, the total slope is $v\cdot(x-Lf)$. This is `action_hasDerivAt`, which uses `shift_hasDerivAt` for the linear level shift. If the slope vanishes for every $v$, the choice $v=x-Lf$ gives $|x-Lf|^2=0$, hence $x=Lf$. The converse follows by substitution.

For the Hessian, put $E_i=e^{e_i-(L^Tx)_i}$. Then

$$\left.\frac{df_i}{dt}\right|_{t=0}=\frac{E_i a_i}{(1+E_i)^2}=f_i(1-f_i)\,a_i .$$

The gradient therefore changes at the rate $v-L\,\mathrm{diag}(f_i(1-f_i))L^Tv=(1-M)v$. The proof differentiates component by component and identifies the result through `response_mulVec`.

## Eigenvalues and the logarithm

The quadratic form of $M$ is

$$v\cdot Mv=\sum_i f_i(1-f_i)\,a_i^2,\qquad 0\le f_i(1-f_i)=\tfrac14-(f_i-\tfrac12)^2\le\tfrac14 .$$

It lies between $0$ and $|L^Tv|^2/4$, as `response_form_bounds` records. `response_spectrum` applies the spectral theorem to write $M=UDU^T$ with $U$ orthogonal and $D$ diagonal with entries $d_j$. The lower bound, applied to eigenvectors, gives $d_j\ge0$. Cancelling $U^TU$ in products gives

$$\mathrm{tr}\,M^k=\sum_j d_j^k,\qquad \det(1-M)=\prod_j(1-d_j).$$

If every $d_j<1$, each factor is positive and $-\log(1-d_j)=\sum_{k\ge1}d_j^k/k$. Adding these finitely many series proves `neg_log_det_hasSum`:

$$-\log\det(1-M)=\sum_{k\ge1}\frac{\mathrm{tr}\,M^k}{k}.$$

Conversely, if some $d_j\ge1$, then $\mathrm{tr}\,M^k\ge1$ for every $k\ge1$, because the other eigenvalues contribute nonnegative amounts. The series then dominates the harmonic series and diverges, which gives `trace_series_summable_iff`.

Weak coupling supplies the eigenvalue condition at every field and for all level energies. If $|L^Tv|^2<4|v|^2$ for all $v\ne0$, an eigenvector with $Mv=\mu v$ satisfies $\mu|v|^2\le|L^Tv|^2/4<|v|^2$, so $\mu<1$.

A positive determinant is not a substitute for this condition. With two field components, two levels, $L=\sqrt8\,\mathbb 1$, $e_i=4$ and $x_i=\sqrt2$, every shifted energy is zero and every $f_i$ is $1/2$. Hence $x=Lf$, so this is a Hartree point, and $M=2\,\mathbb 1$. Then $\det(1-M)=1$, yet the trace series diverges.

## In a numerical calculation

A program can look for a Hartree point by iterating $x\leftarrow Lf(x)$. The Jacobian of this map is $M$, so eigenvalues below one at the solution make the plain iteration converge locally. In exact arithmetic, a Cholesky factorisation of $1-M$ with positive diagonal entries exists under the same condition, and twice the sum of the logarithms of those entries gives $\log\det(1-M)$ without summing the series.
